# For a one-dimensional character of a finite unitary symmetry group, the energy of a projected state is a ratio of two single group sums

If I expand both copies of a symmetry-projected state, its energy becomes a double sum over the group: $|G|^2$ matrix elements in the numerator and as many overlaps in the denominator. If I shorten both to single sums without an argument, I don't know that the new denominator is nonzero, or that the quotient is still a real energy.

Here is the claim that should settle this. A finite group $G$ acts unitarily by $U(g)$, $\chi$ is a one-dimensional character, and $H$ is self-adjoint and commutes with every $U(g)$. Write

$$P\varphi=\frac1{|G|}\sum_{g}\overline{\chi(g)}\,U(g)\varphi .$$

If $P\varphi\neq0$, then

$$\frac{\langle P\varphi,HP\varphi\rangle}{\langle P\varphi,P\varphi\rangle}
=\frac{\sum_g\overline{\chi(g)}\,\langle\varphi,HU(g)\varphi\rangle}{\sum_g\overline{\chi(g)}\,\langle\varphi,U(g)\varphi\rangle}.$$

Can this be derived carefully, including the nonzero denominator, and checked by machine in Lean?

## Moving the left projection away

Yes. The idea is that all terms from the left copy of $P\varphi$ are equal, so one of the two group sums collapses.

**The character has modulus one.** Let $N=|G|$. Since $g^N=1$, we have $\chi(g)^N=1$, hence $|\chi(g)|^N=1$. A nonnegative real number whose $N$-th power is $1$ is itself $1$, so $\overline{\chi(g)}\chi(g)=1$.

**The projected state has the symmetry $\chi$.** Apply $U(h)$ and relabel the sum by $k=hg$:

$$U(h)P\varphi=\frac1N\sum_g\overline{\chi(g)}\,U(hg)\varphi
=\frac1N\sum_k\chi(h)\overline{\chi(k)}\,U(k)\varphi=\chi(h)P\varphi .$$

The middle step uses $\overline{\chi(g)}=\chi(h)\overline{\chi(hg)}$, which holds because $|\chi(h)|=1$.

**One sum collapses.** Let $A$ be a linear operator that commutes with every $U(g)$. With the inner product conjugate-linear in its first entry,

$$\langle P\varphi,AP\varphi\rangle=\frac1N\sum_g\chi(g)\langle U(g)\varphi,AP\varphi\rangle .$$

Now $U(g)AP\varphi=AU(g)P\varphi=\chi(g)AP\varphi$. Each term is therefore

$$\chi(g)\langle U(g)\varphi,AP\varphi\rangle=\langle U(g)\varphi,U(g)AP\varphi\rangle=\langle\varphi,AP\varphi\rangle .$$

There are $N$ equal terms, and the prefactor $1/N$ cancels their number. Expanding the remaining projection gives

$$\langle P\varphi,AP\varphi\rangle=\langle\varphi,AP\varphi\rangle=\frac1N\sum_g\overline{\chi(g)}\,\langle\varphi,AU(g)\varphi\rangle .$$

**Dividing.** For $A=1$ this says

$$\sum_g\overline{\chi(g)}\,\langle\varphi,U(g)\varphi\rangle=N\,\|P\varphi\|^2,$$

which is nonzero when $P\varphi\neq0$. For $A=H$ it gives the numerator with the same factor $1/N$. The factors cancel in the quotient, and the claimed formula follows.

**Reality and the lower bound.** Self-adjointness has not been used so far. With it, $\overline{\langle\psi,H\psi\rangle}=\langle H\psi,\psi\rangle=\langle\psi,H\psi\rangle$, so the quotient is real. If $e_0\|\psi\|^2\le\langle\psi,H\psi\rangle$ for every $\psi$ of symmetry $\chi$, take $\psi=P\varphi$ and divide by $\|P\varphi\|^2>0$: the quotient is at least $e_0$.

## Two sites with numbers

Take two orthonormal sites, the mirror $M(a,b)=(b,a)$, and $H=\alpha+\beta M$ with $\alpha=-2$, $\beta=-1$ in arbitrary energy units. The odd character has $\chi(1)=1$ and $\chi(M)=-1$. Start from the lopsided state $\varphi=(3,1)$, so that $M\varphi=(1,3)$.

- The overlap sum is $\langle\varphi,\varphi\rangle-\langle\varphi,M\varphi\rangle=10-6=4$.
- Since $H\varphi=(-7,-5)$ and $HM\varphi=(-5,-7)$, the Hamiltonian sum is $-26-(-22)=-4$.
- The quotient is $-4/4=-1=\alpha-\beta$.

Directly, $P\varphi=(1,-1)$, which normalises to $(1,-1)/\sqrt2$, and $HP\varphi=(-1,1)$. The energy is $-2/2=-1$, in agreement. The unprojected state has energy $-26/10=-2.6$, because it also contains the lower, even state.

## The Lean file

```lean
import Mathlib

open scoped ComplexConjugate

namespace SymmetryProjectedEnergy

noncomputable section

variable {G E : Type*} [Group G] [Fintype G] [NormedAddCommGroup E] [InnerProductSpace ℂ E]

/-- The symmetry-projected state: the group average of `conj (χ g) U(g) φ`. -/
def project (U : G →* Module.End ℂ E) (χ : G →* ℂ) (φ : E) : E :=
  (Fintype.card G : ℂ)⁻¹ • ∑ g, conj (χ g) • U g φ

/-- A one-dimensional character of a finite group takes values of modulus one. -/
theorem character_unimodular (χ : G →* ℂ) (g : G) : conj (χ g) * χ g = 1 := by
  have h : χ g ^ Fintype.card G = 1 := by rw [← map_pow, pow_card_eq_one, map_one]
  have hn : ‖χ g‖ = 1 :=
    (pow_eq_one_iff_of_nonneg (norm_nonneg _) Fintype.card_ne_zero).1
      (by rw [← norm_pow, h, norm_one])
  rw [mul_comm, Complex.mul_conj, Complex.normSq_eq_norm_sq, hn]
  norm_num

/-- The projected state transforms under each group element by the character. -/
theorem project_transforms (U : G →* Module.End ℂ E) (χ : G →* ℂ) (φ : E) (h : G) :
    U h (project U χ φ) = χ h • project U χ φ := by
  have key : ∑ g, U h (conj (χ g) • U g φ) = χ h • ∑ g, conj (χ g) • U g φ := by
    rw [Finset.smul_sum]
    -- relabel the group sum by g ↦ h g
    refine Fintype.sum_equiv (Equiv.mulLeft h) _ _ fun g => ?_
    show _ = χ h • conj (χ (h * g)) • U (h * g) φ
    have e : χ h * (conj (χ h) * conj (χ g)) = conj (χ g) := by
      linear_combination conj (χ g) * character_unimodular χ h
    rw [map_smul, map_mul U, Module.End.mul_apply, map_mul χ, map_mul (starRingEnd ℂ),
      smul_smul, e]
  unfold project
  rw [map_smul, map_sum, key, smul_comm]

/-- For an operator commuting with the group, the expectation value in the unnormalised projected
state is a single group average of matrix elements between `φ` and its images, each weighted by
`conj (χ g)`. The group acts unitarily. -/
theorem projected_matrix_element (U : G →* Module.End ℂ E) (χ : G →* ℂ)
    (hU : ∀ g x y, inner ℂ (U g x) (U g y) = inner ℂ x y)
    (A : Module.End ℂ E) (hA : ∀ g x, A (U g x) = U g (A x)) (φ : E) :
    inner ℂ (project U χ φ) (A (project U χ φ)) =
      (Fintype.card G : ℂ)⁻¹ * ∑ g, conj (χ g) * inner ℂ φ (A (U g φ)) := by
  have hcard : (Fintype.card G : ℂ) ≠ 0 := Nat.cast_ne_zero.2 Fintype.card_ne_zero
  have hl : ∀ v, inner ℂ (project U χ φ) v =
      (Fintype.card G : ℂ)⁻¹ * ∑ g, χ g * inner ℂ (U g φ) v := by
    intro v
    simp only [project, inner_smul_left, sum_inner, map_inv₀, map_natCast, Complex.conj_conj]
  -- by unitarity every term of the left average gives the same number
  have ht : ∀ g, χ g * inner ℂ (U g φ) (A (project U χ φ)) =
      inner ℂ φ (A (project U χ φ)) := by
    intro g
    have h1 : U g (A (project U χ φ)) = χ g • A (project U χ φ) := by
      rw [← hA, project_transforms, map_smul]
    rw [← inner_smul_right, ← h1, hU]
  have hr : inner ℂ φ (A (project U χ φ)) =
      (Fintype.card G : ℂ)⁻¹ * ∑ g, conj (χ g) * inner ℂ φ (A (U g φ)) := by
    simp only [project, map_smul, map_sum, inner_smul_right, inner_sum]
  rw [hl, Finset.sum_congr rfl (fun g _ => ht g), Finset.sum_const, Finset.card_univ,
    nsmul_eq_mul, inv_mul_cancel_left₀ hcard, hr]

/-- The character-weighted sum of overlaps is the group order times the squared norm of the
projected state. -/
theorem overlap_sum (U : G →* Module.End ℂ E) (χ : G →* ℂ)
    (hU : ∀ g x y, inner ℂ (U g x) (U g y) = inner ℂ x y) (φ : E) :
    ∑ g, conj (χ g) * inner ℂ φ (U g φ) =
      (Fintype.card G : ℂ) * inner ℂ (project U χ φ) (project U χ φ) := by
  have hcard : (Fintype.card G : ℂ) ≠ 0 := Nat.cast_ne_zero.2 Fintype.card_ne_zero
  have h := projected_matrix_element U χ hU LinearMap.id (fun _ _ => rfl) φ
  simp only [LinearMap.id_apply] at h
  rw [h, mul_inv_cancel_left₀ hcard]

/-- If the projected state is nonzero, the overlap sum is nonzero, and the energy quotient of the
projected state is the Hamiltonian sum divided by the overlap sum. -/
theorem projected_energy (U : G →* Module.End ℂ E) (χ : G →* ℂ)
    (hU : ∀ g x y, inner ℂ (U g x) (U g y) = inner ℂ x y)
    (H : Module.End ℂ E) (hH : ∀ g x, H (U g x) = U g (H x))
    (φ : E) (hP : project U χ φ ≠ 0) :
    ∑ g, conj (χ g) * inner ℂ φ (U g φ) ≠ 0 ∧
    inner ℂ (project U χ φ) (H (project U χ φ)) / inner ℂ (project U χ φ) (project U χ φ) =
      (∑ g, conj (χ g) * inner ℂ φ (H (U g φ))) / ∑ g, conj (χ g) * inner ℂ φ (U g φ) := by
  have hcard : (Fintype.card G : ℂ) ≠ 0 := Nat.cast_ne_zero.2 Fintype.card_ne_zero
  have hi : inner ℂ (project U χ φ) (project U χ φ) ≠ 0 := inner_self_ne_zero.2 hP
  rw [overlap_sum U χ hU φ]
  refine ⟨mul_ne_zero hcard hi, ?_⟩
  rw [projected_matrix_element U χ hU H hH φ]
  field_simp

/-- For a self-adjoint Hamiltonian commuting with a unitary group action, and a nonzero projected
state, the quotient of the two group sums is real, and it is bounded below by any lower bound on the
energy of states with the symmetry `χ`. -/
theorem projected_energy_variational (U : G →* Module.End ℂ E) (χ : G →* ℂ)
    (hU : ∀ g x y, inner ℂ (U g x) (U g y) = inner ℂ x y)
    (H : Module.End ℂ E) (hH : ∀ g x, H (U g x) = U g (H x)) (hS : LinearMap.IsSymmetric H)
    (e₀ : ℝ) (he : ∀ ψ, (∀ g, U g ψ = χ g • ψ) → e₀ * ‖ψ‖ ^ 2 ≤ (inner ℂ ψ (H ψ)).re)
    (φ : E) (hP : project U χ φ ≠ 0) :
    ((∑ g, conj (χ g) * inner ℂ φ (H (U g φ))) /
      ∑ g, conj (χ g) * inner ℂ φ (U g φ)).im = 0 ∧
    e₀ ≤ ((∑ g, conj (χ g) * inner ℂ φ (H (U g φ))) /
      ∑ g, conj (χ g) * inner ℂ φ (U g φ)).re := by
  rw [← (projected_energy U χ hU H hH φ hP).2]
  have hn : inner ℂ (project U χ φ) (project U χ φ) = ((‖project U χ φ‖ ^ 2 : ℝ) : ℂ) :=
    (inner_self_eq_norm_sq_to_K _).trans (Complex.ofReal_pow _ _).symm
  have him : (inner ℂ (project U χ φ) (H (project U χ φ))).im = 0 :=
    Complex.conj_eq_iff_im.1 ((inner_conj_symm _ _).trans (hS _ _))
  have hpos : 0 < ‖project U χ φ‖ ^ 2 := pow_pos (norm_pos_iff.2 hP) 2
  rw [hn, Complex.div_ofReal_im, Complex.div_ofReal_re, him, zero_div]
  exact ⟨rfl, (le_div_iff₀ hpos).2 (he _ (project_transforms U χ φ))⟩

/-- The mirror operation exchanging the two sites of a two-site model. -/
def mirror : Module.End ℂ (EuclideanSpace ℂ (Fin 2)) where
  toFun x := !₂[x 1, x 0]
  map_add' x y := by ext i; fin_cases i <;> simp
  map_smul' c x := by ext i; fin_cases i <;> simp

/-- The two-element group `{1, -1}` acting by the identity and the mirror operation. -/
def mirrorRep : ℤˣ →* Module.End ℂ (EuclideanSpace ℂ (Fin 2)) where
  toFun s := if s = 1 then 1 else mirror
  map_one' := if_pos rfl
  map_mul' s t := by
    have h : ¬ ((-1 : ℤˣ) = 1) := by decide
    have hm : mirror * mirror = 1 := by
      ext x i
      fin_cases i <;> simp [mirror]
    rcases Int.units_eq_one_or s with rfl | rfl <;>
      rcases Int.units_eq_one_or t with rfl | rfl <;> simp [h, hm]

/-- The odd character, sending `1` to `1` and `-1` to `-1`. -/
def oddChar : ℤˣ →* ℂ := (Int.castRingHom ℂ).toMonoidHom.comp (Units.coeHom ℤ)

/-- The two-site Hückel Hamiltonian with on-site energy `α` and resonance integral `β`. -/
def huckel (α β : ℝ) : Module.End ℂ (EuclideanSpace ℂ (Fin 2)) :=
  (α : ℂ) • 1 + (β : ℂ) • mirror

/-- The state localised on the first site. -/
def site : EuclideanSpace ℂ (Fin 2) := !₂[1, 0]

/-- In the two-site Hückel model the mirror group acts unitarily and commutes with the self-adjoint
Hamiltonian, the odd projection of the one-site state is nonzero, and the odd projection of the
one-site state gives the quotient of sums `α - β`. -/
theorem projected_energy_witness (α β : ℝ) :
    (∀ g x y, inner ℂ (mirrorRep g x) (mirrorRep g y) = inner ℂ x y) ∧
    (∀ g x, huckel α β (mirrorRep g x) = mirrorRep g (huckel α β x)) ∧
    LinearMap.IsSymmetric (huckel α β) ∧ project mirrorRep oddChar site ≠ 0 ∧
    (∑ g, conj (oddChar g) * inner ℂ site (huckel α β (mirrorRep g site))) /
      (∑ g, conj (oddChar g) * inner ℂ site (mirrorRep g site)) = (α : ℂ) - β := by
  have rep_neg : mirrorRep (-1) = mirror := by
    show (if (-1 : ℤˣ) = 1 then (1 : Module.End ℂ (EuclideanSpace ℂ (Fin 2))) else mirror) = mirror
    exact if_neg (by decide)
  have s0 : site 0 = 1 := by simp [site]
  have s1 : site 1 = 0 := by simp [site]
  have odd_neg : oddChar (-1) = -1 := by simp [oddChar]
  have happ : ∀ x, mirror x = !₂[x 1, x 0] := fun _ => rfl
  have hU : ∀ g x y, inner ℂ (mirrorRep g x) (mirrorRep g y) = inner ℂ x y := by
    intro g x y
    rcases Int.units_eq_one_or g with rfl | rfl
    · simp
    · rw [rep_neg]
      simp [happ, PiLp.inner_apply, Fin.sum_univ_two]
      ring
  have hsum : ∀ f : ℤˣ → ℂ, ∑ g, f g = f 1 + f (-1) := by
    intro f
    have hu : (Finset.univ : Finset ℤˣ) = {1, -1} := by decide
    rw [hu, Finset.sum_pair (by decide)]
  have hin : ∀ v, inner ℂ site v = v 0 := by
    intro v
    simp [site, PiLp.inner_apply, Fin.sum_univ_two]
  -- the two group sums, each with two terms
  have hD : ∑ g, conj (oddChar g) * inner ℂ site (mirrorRep g site) = 1 := by
    rw [hsum]
    simp only [hin]
    simp [rep_neg, odd_neg, happ, s0, s1]
  have hN : ∑ g, conj (oddChar g) * inner ℂ site (huckel α β (mirrorRep g site)) =
      (α : ℂ) - β := by
    rw [hsum]
    simp only [hin]
    simp [rep_neg, odd_neg, happ, s0, s1, huckel]
    ring
  refine ⟨hU, ?_, ?_, ?_, by rw [hN, hD, div_one]⟩
  · intro g x
    rcases Int.units_eq_one_or g with rfl | rfl
    · simp
    · simp [rep_neg, huckel]
  · intro x y
    simp [huckel, happ, PiLp.inner_apply, Fin.sum_univ_two]
    ring
  · intro h0
    have h := overlap_sum mirrorRep oddChar hU site
    rw [hD, h0, inner_zero_left, mul_zero] at h
    exact one_ne_zero h

end

end SymmetryProjectedEnergy
```

```lean
#print axioms SymmetryProjectedEnergy.projected_energy_variational
-- 'SymmetryProjectedEnergy.projected_energy_variational' depends on axioms: [propext, Classical.choice, Quot.sound]
```

## What the theorems say about the physics

The state space `E` is any complex inner product space; neither finite dimension nor completeness is required. The action `U : G →* Module.End ℂ E` is a homomorphism into linear operators, and `hU` says that each `U g` preserves inner products. Since each `U g` has the inverse `U g⁻¹`, this is unitarity. The character `χ : G →* ℂ` is a multiplicative map to the complex numbers; its modulus is derived, not assumed. `project U χ φ` is $P\varphi$, without normalisation.

`projected_energy` takes a linear operator `H`, the commutation hypothesis `hH` and the hypothesis `hP` that the projected state is nonzero. Physically, `hH` says that the Hamiltonian is invariant under the symmetry operations, and `hP` says that the trial state has a component of the chosen symmetry. The conclusion has two parts: the overlap sum is nonzero, and the two quotients are equal as complex numbers.

`projected_energy_variational` adds `hS`, the symmetry condition $\langle Hx,y\rangle=\langle x,Hy\rangle$, together with a real number `e₀` and the hypothesis `he` that `e₀` bounds the energy from below for all states of symmetry $\chi$. In a finite-dimensional model, the lowest energy level of that symmetry can serve as `e₀`. The theorem concludes that the quotient of sums has zero imaginary part and a real part of at least `e₀`.

Because `H` maps all of `E` into itself, an unbounded Hamiltonian is covered only if `E` is taken to be a space of states within its domain that both `H` and the group map into itself. Continuous groups, antiunitary operations such as time reversal, and irreducible representations of dimension above one are not covered.

In electronic structure, the formula gives the energy of a symmetry-broken trial state after projection from matrix elements between that state and its images, provided that the symmetry group is finite and acts unitarily, the target symmetry is one-dimensional, the trial state has a nonzero component of that symmetry, and the model Hamiltonian commutes with the group exactly. It needs $|G|$ Hamiltonian matrix elements where the direct expansion has $|G|^2$.

## How the proof follows the derivation

`character_unimodular` obtains $\chi(g)^N=1$ from `pow_card_eq_one`, takes norms, and concludes that the norm is one.

`project_transforms` is the relabelling step. `Fintype.sum_equiv` with `Equiv.mulLeft h` matches the term for $g$ on one side with the term for $hg$ on the other. The scalar identity `e` is $\chi(h)\overline{\chi(h)}\,\overline{\chi(g)}=\overline{\chi(g)}$, which `linear_combination` derives from unimodularity.

`projected_matrix_element` contains the main argument, in three intermediate statements:

- `hl` expands the left copy of $P\varphi$, turning $\overline{\chi(g)}$ into $\chi(g)$.
- `ht` shows that every resulting term equals $\langle\varphi,AP\varphi\rangle$. Its inner step `h1` combines commutation with the transformation law, and `hU` then removes $U(g)$ from both entries.
- `hr` expands the remaining copy.

The last rewrite sums the $N$ equal terms and cancels $N$ against the prefactor.

`overlap_sum` is the case `A = LinearMap.id`, multiplied through by $N$. Both it and `projected_energy` assume unitarity, `hU`, which their docstrings leave unsaid. In `projected_energy`, `inner_self_ne_zero` turns `hP` into a nonzero squared norm, which makes the overlap sum nonzero. After both sums have been related to the projected state, `field_simp` cancels the group order.

`projected_energy_variational` first rewrites the quotient of sums back into the energy quotient of $P\varphi$. There `hn` identifies the denominator as the real number $\|P\varphi\|^2$, and `him` gets a real numerator from `hS`. The lower bound is `he` applied to the projected state, whose symmetry is supplied by `project_transforms`.

The remaining definitions build a concrete model: `mirror` swaps two sites, `mirrorRep` represents the group $\{1,-1\}$ by the identity and the mirror, `oddChar` is the odd character, and `huckel α β` is $\alpha+\beta M$ for real $\alpha,\beta$. This is a non-interacting one-electron model with orthonormal sites. The starting state `site` is $(1,0)$.

`projected_energy_witness` verifies unitarity, commutation, self-adjointness and a nonzero projection for this model, and evaluates the quotient as $\alpha-\beta$. Checking the two group elements separately settles the first two conditions. `hsum` writes a group sum as two terms, and `hin` says that the inner product with `site` reads off the first component. Then `hD` gives the overlap sum $1-0=1$, and `hN` gives the Hamiltonian sum $\alpha-\beta$. The projection is nonzero because otherwise `overlap_sum` would force $1=0$. Explicitly it is $\tfrac12(1,-1)$, or $(1,-1)/\sqrt2$ after normalisation, the odd combination of the two sites.
